# Length-form photons in a cavity mode of zero mean electric field for a fixed, nonzero dipole coupling

One cavity mode coupled to a fixed dipole has an energy eigenstate in which the mean electric field of the mode vanishes, while the mean photon number of the length-form Pauli-Fierz Hamiltonian is positive whenever the coupling and the dipole are both nonzero. In cavity electronic-structure calculations, a nonzero photon number in this form therefore does not by itself signal a mean electric field in the mode, as this single-mode, fixed-dipole model shows.

## The mode, its field and the trial state

The mode has frequency $\omega>0$, and $\hbar=1$. The real number $\lambda$ (`lam`) is the coupling strength, and $d$ is the value of the dipole along the mode's polarisation.

```lean
import Mathlib

open Module

namespace PauliFierzPhotons

noncomputable section
```

A state is a sequence of real amplitudes $c_n$ for finding $n$ photons. An `Op` is a linear map on all such sequences, normalisable or not.

```lean
/-- Linear operators on the real photon-number amplitudes of one cavity mode. -/
abbrev Op := End ℝ (ℕ → ℝ)
```

The ladder operators $a$ and $a^\dagger$ are `lower` and `raise`.

```lean
/-- The photon annihilation operator, `(a c) n = √(n+1) c (n+1)`. -/
def lower : Op where
  toFun c n := √((n : ℝ) + 1) * c (n + 1)
  map_add' c e := by funext n; simp [mul_add]
  map_smul' r c := by funext n; simp [mul_left_comm]

/-- The photon creation operator, `(a† c) (n+1) = √(n+1) c n` and `(a† c) 0 = 0`. -/
def raise : Op where
  toFun c
    | 0 => 0
    | n + 1 => √((n : ℝ) + 1) * c n
  map_add' c e := by funext n; cases n <;> simp [mul_add]
  map_smul' r c := by funext n; cases n <;> simp [mul_left_comm]
```

`position` is the mode coordinate $q$, not a particle's position. Its conjugate momentum $p$ enters only through $p^2$, which keeps the amplitudes real.

```lean
/-- The mode coordinate `q = (a + a†)/√(2ω)`, for `ω > 0`. -/
def position (ω : ℝ) : Op := (1 / √(2 * ω)) • (lower + raise)

/-- The squared mode momentum `p² = -(ω/2)(a - a†)²`. -/
def momentumSq (ω : ℝ) : Op := (-(ω / 2)) • (lower - raise) ^ 2
```

In these units $\omega q$ represents the displacement field. Subtracting the polarisation term $\lambda d$ leaves the transverse electric field of the mode, up to a constant factor. The electrostatic field of the dipole is not part of it.

```lean
/-- The electric field operator `ωq - λd` of the length form, for `ω > 0` and a fixed
dipole value `d`. -/
def field (ω lam d : ℝ) : Op := ω • position ω - (lam * d) • (1 : Op)
```

The Hamiltonian $H$ contains no matter energy. Photons are counted by $a^\dagger a$, so they are quanta of the displacement field.

```lean
/-- The photon part of the length-form Pauli-Fierz Hamiltonian, `(p² + (ωq - λd)²)/2`,
for `ω > 0`. -/
def pauliFierz (ω lam d : ℝ) : Op :=
  (1 / 2 : ℝ) • (momentumSq ω + field ω lam d ^ 2)
```

The trial state is a coherent state $c$ of real amplitude $z$. Parts (c), (d), (e) and (i) set $z=\lambda d/\sqrt{2\omega}$; the other parts that use $z$ allow any real value.

```lean
/-- The displacement amplitude `z = λd/√(2ω)`, for `ω > 0`. -/
def amplitude (ω lam d : ℝ) : ℝ := lam * d / √(2 * ω)

/-- The coherent state with amplitudes `c n = exp(-z²/2) zⁿ/√(n!)`. -/
def coherent (z : ℝ) (n : ℕ) : ℝ :=
  Real.exp (-z ^ 2 / 2) * z ^ n / √(n.factorial : ℝ)
```

## (a) Annihilating one photon

Show that $a\,c=z\,c$.

**Solution.** Since $\sqrt{(n+1)!}=\sqrt{n+1}\sqrt{n!}$,
$$\sqrt{n+1}\,c_{n+1}=\sqrt{n+1}\,\frac{e^{-z^2/2}z^{n+1}}{\sqrt{(n+1)!}}=z\,c_n .$$
In Lean, `h` splits the factorial, after which the common root cancels.

```lean
/-- A coherent state is an eigenvector of the annihilation operator: `a c = z c`. -/
theorem lower_coherent (z : ℝ) : lower (coherent z) = z • coherent z := by
  funext n
  change √((n : ℝ) + 1) * coherent z (n + 1) = z * coherent z n
  have h : √((n + 1).factorial : ℝ) = √((n : ℝ) + 1) * √(n.factorial : ℝ) := by
    rw [Nat.factorial_succ]
    push_cast
    exact Real.sqrt_mul (by positivity) _
  have hs : √((n : ℝ) + 1) ≠ 0 := by positivity
  unfold coherent
  rw [h, ← mul_div_assoc, mul_div_mul_left _ _ hs]
  ring
```

## (b) The ladder commutator

Show that $aa^\dagger-a^\dagger a=1$.

**Solution.** On any sequence $c$, $(aa^\dagger c)_n=(n+1)c_n$ and $(a^\dagger a c)_n=n c_n$. Their difference is $c_n$. Lean treats $n=0$ separately, because `raise` is defined by cases.

```lean
/-- The ladder operators obey the canonical commutation relation `a a† - a† a = 1`. -/
theorem ladder_commutator : lower * raise - raise * lower = 1 := by
  refine LinearMap.ext fun c => funext fun n => ?_
  cases n with
  | zero =>
    change √(((0 : ℕ) : ℝ) + 1) * (√(((0 : ℕ) : ℝ) + 1) * c 0) - 0 = c 0
    simp
  | succ n =>
    change √(((n + 1 : ℕ) : ℝ) + 1) * (√(((n + 1 : ℕ) : ℝ) + 1) * c (n + 1))
      - √((n : ℝ) + 1) * (√((n : ℝ) + 1) * c (n + 1)) = c (n + 1)
    have h1 := Real.mul_self_sqrt (show 0 ≤ ((n + 1 : ℕ) : ℝ) + 1 by positivity)
    have h2 := Real.mul_self_sqrt (show 0 ≤ (n : ℝ) + 1 by positivity)
    push_cast at h1 ⊢
    linear_combination c (n + 1) * (h1 - h2)
```

## (c) The field in ladder operators

Show that $\omega q-\lambda d=\frac{\sqrt{2\omega}}2\,(a+a^\dagger-2z)$.

**Solution.** Insert $\omega/\sqrt{2\omega}=\sqrt{2\omega}/2$ and $\lambda d=\sqrt{2\omega}\,z$. These are `h1` and `h2`; `module` collects the terms.

```lean
/-- For `ω > 0` the field operator is `√(2ω)/2` times `a + a† - 2z`. -/
theorem field_eq {ω : ℝ} (hω : 0 < ω) (lam d : ℝ) :
    field ω lam d = (√(2 * ω) / 2) •
      (lower + raise - (2 * amplitude ω lam d) • (1 : Op)) := by
  have hs : √(2 * ω) ≠ 0 := by positivity
  have hsq : √(2 * ω) ^ 2 = 2 * ω := Real.sq_sqrt (by positivity)
  have h1 : ω * (1 / √(2 * ω)) = √(2 * ω) / 2 := by
    rw [mul_one_div, div_eq_div_iff hs two_ne_zero]
    linear_combination -hsq
  have h2 : lam * d = √(2 * ω) * amplitude ω lam d := by
    rw [amplitude, ← mul_div_assoc, eq_div_iff hs]
    ring
  rw [field, position, smul_smul, h1, h2]
  module
```

## (d) Completing the square

Show that $H=\omega(a^\dagger-z)(a-z)+\omega/2$.

**Solution.** Put $b=a-z$ and $b^\dagger=a^\dagger-z$. By (c),
$$H=\frac\omega4\left[(b+b^\dagger)^2-(b-b^\dagger)^2\right]=\frac\omega2\,(bb^\dagger+b^\dagger b).$$
By (b), $bb^\dagger=b^\dagger b+1$, which gives the claim. Lean expands in $a$ and $a^\dagger$ directly and adds $\omega/2$ times the commutator.

```lean
/-- For `ω > 0` the length-form Hamiltonian is a displaced oscillator,
`H = ω (a† - z)(a - z) + ω/2`. -/
theorem pauliFierz_eq_displaced {ω : ℝ} (hω : 0 < ω) (lam d : ℝ) :
    pauliFierz ω lam d =
      ω • ((raise - amplitude ω lam d • (1 : Op)) * (lower - amplitude ω lam d • (1 : Op)))
        + (ω / 2) • (1 : Op) := by
  have hsq : (√(2 * ω) / 2) ^ 2 = ω / 2 := by
    rw [div_pow, Real.sq_sqrt (by positivity)]
    ring
  rw [pauliFierz, momentumSq, field_eq hω, smul_pow, hsq]
  -- expand the squares; what remains is a multiple of the commutation relation
  simp only [pow_two, mul_add, add_mul, mul_sub, sub_mul, smul_mul_assoc, mul_smul_comm,
    mul_one, one_mul]
  linear_combination (norm := module) (ω / 2) • ladder_commutator
```

## (e) The energy

Show that $Hc=\frac\omega2\,c$.

**Solution.** By (a), $(a-z)c=0$, so only the constant in (d) survives.

```lean
/-- For `ω > 0` the coherent state of amplitude `λd/√(2ω)` is an eigenstate of the
length-form Hamiltonian with energy `ω/2`. -/
theorem pauliFierz_coherent {ω : ℝ} (hω : 0 < ω) (lam d : ℝ) :
    pauliFierz ω lam d (coherent (amplitude ω lam d)) =
      (ω / 2) • coherent (amplitude ω lam d) := by
  have h : (lower - amplitude ω lam d • (1 : Op)) (coherent (amplitude ω lam d)) = 0 := by
    rw [LinearMap.sub_apply, lower_coherent]
    exact sub_self _
  rw [pauliFierz_eq_displaced hω, LinearMap.add_apply, LinearMap.smul_apply,
    End.mul_apply, h, map_zero, smul_zero, zero_add]
  rfl
```

## (f) Rewriting a convergent sum

Let $\sum_n f_n=a$ converge, where $a$ is now a number, and let $g_n=f_n$ for all $n$ and $a=b$, with $b$ also a number. Show that $\sum_n g_n=b$.

**Solution.** The terms agree, so the limits agree. `HasSum` states convergence to the given value.

```lean
/-- A convergent sum over photon numbers may be rewritten term by term. -/
theorem hasSum_of_eq {f g : ℕ → ℝ} {a b : ℝ} (h : HasSum f a)
    (hf : ∀ n, g n = f n) (hab : a = b) : HasSum g b := by
  obtain rfl : g = f := funext hf
  exact hab ▸ h
```

## (g) Normalisation

Show that $\sum_n c_n^2=1$.

**Solution.** The exponential series gives
$$\sum_n c_n^2=e^{-z^2}\sum_n\frac{z^{2n}}{n!}=e^{-z^2}e^{z^2}=1 .$$

```lean
/-- The photon-number probabilities of a coherent state sum to one. -/
theorem coherent_norm (z : ℝ) : HasSum (fun n => coherent z n ^ 2) 1 := by
  have h := NormedSpace.expSeries_div_hasSum_exp (z ^ 2)
  rw [← Real.exp_eq_exp_ℝ] at h
  have he : Real.exp (-z ^ 2 / 2) ^ 2 = Real.exp (-z ^ 2) := by
    rw [← Real.exp_nat_mul]
    congr 1
    push_cast
    ring
  refine hasSum_of_eq (h.mul_left (Real.exp (-z ^ 2))) (fun n => ?_) ?_
  · rw [coherent, div_pow, mul_pow, Real.sq_sqrt (by positivity), he]
    ring
  · rw [← Real.exp_add, neg_add_cancel, Real.exp_zero]
```

## (h) The mean of the creation operator

Show that $\sum_n c_n(a^\dagger c)_n=z$.

**Solution.** The term $n=0$ vanishes. Shifting the index and using (a),
$$\sum_n c_{n+1}\sqrt{n+1}\,c_n=z\sum_n c_n^2=z .$$
`h1` is the shifted sum, and `hasSum_nat_add_iff` restores the first term.

```lean
/-- The creation operator has mean value `z` in a coherent state. -/
theorem mean_raise (z : ℝ) :
    HasSum (fun n => coherent z n * raise (coherent z) n) z := by
  have h1 : HasSum (fun n => coherent z (n + 1) * raise (coherent z) (n + 1)) z := by
    refine hasSum_of_eq ((coherent_norm z).mul_left z) (fun n => ?_) (mul_one z)
    have h : √((n : ℝ) + 1) * coherent z (n + 1) = z * coherent z n :=
      congrFun (lower_coherent z) n
    change coherent z (n + 1) * (√((n : ℝ) + 1) * coherent z n) = z * coherent z n ^ 2
    linear_combination coherent z n * h
  -- the term without photons does not contribute
  have h0 : coherent z 0 * raise (coherent z) 0 = 0 := mul_zero _
  have h2 := (hasSum_nat_add_iff
    (f := fun n => coherent z n * raise (coherent z) n) 1).mp h1
  simpa only [Finset.sum_range_one, h0, add_zero] using h2
```

## (i) Photon number and mean field

Show that $c$ is normalised and that
$$\sum_n n c_n^2=\frac{\lambda^2d^2}{2\omega},\qquad \langle\omega q\rangle=\lambda d,\qquad \langle\omega q-\lambda d\rangle=0 .$$

**Solution.** Normalisation is (g). By (c), (a) and (h), the mean field is
$$\frac{\sqrt{2\omega}}2\,(z+z-2z)=0 .$$
Adding $\lambda d\sum_n c_n^2$ gives $\langle\omega q\rangle=\lambda d$. For the photons, (a) gives
$$(n+1)c_{n+1}^2=z\,c_{n+1}\sqrt{n+1}\,c_n=z\,c_{n+1}(a^\dagger c)_{n+1},$$
and the term $n=0$ is zero. By (h) the sum is $z^2=\lambda^2d^2/(2\omega)$. Lean proves the field statement first, as `hE`, and derives the displacement from it.

```lean
/-- For `ω > 0` the coherent state of amplitude `λd/√(2ω)` is normalised and holds
`λ²d²/(2ω)` photons on average; the mean of `ωq` is `λd`, and the mean electric field
`ωq - λd` vanishes. -/
theorem length_form_photons {ω : ℝ} (hω : 0 < ω) (lam d : ℝ) :
    let c := coherent (amplitude ω lam d)
    HasSum (fun n => c n ^ 2) 1 ∧
    HasSum (fun n : ℕ => (n : ℝ) * c n ^ 2) (lam ^ 2 * d ^ 2 / (2 * ω)) ∧
    HasSum (fun n => c n * (ω • position ω) c n) (lam * d) ∧
    HasSum (fun n => c n * field ω lam d c n) 0 := by
  intro c
  let z := amplitude ω lam d
  have h0 : HasSum (fun n => c n ^ 2) 1 := coherent_norm z
  have hr : HasSum (fun n => c n * raise c n) z := mean_raise z
  have hl (n : ℕ) : √((n : ℝ) + 1) * c (n + 1) = z * c n := congrFun (lower_coherent z) n
  -- the displacement of `a + a†` cancels the dipole term
  have hE : HasSum (fun n => c n * field ω lam d c n) 0 := by
    refine hasSum_of_eq ((hr.sub (h0.mul_left z)).mul_left (√(2 * ω) / 2))
      (fun n => ?_) (by ring)
    rw [field_eq hω]
    change c n * (√(2 * ω) / 2 * (√((n : ℝ) + 1) * c (n + 1) + raise c n - 2 * z * c n)) =
      √(2 * ω) / 2 * (c n * raise c n - z * c n ^ 2)
    rw [hl]
    ring
  refine ⟨h0, hasSum_of_eq (hr.mul_left z) (fun n => ?_) ?_,
    hasSum_of_eq (hE.add (h0.mul_left (lam * d))) (fun n => ?_) (by ring), hE⟩
  · -- `n c(n)² = z c(n) (a† c)(n)`, since `a† a` counts photons
    cases n with
    | zero =>
      change ((0 : ℕ) : ℝ) * c 0 ^ 2 = z * (c 0 * 0)
      simp
    | succ n =>
      change ((n + 1 : ℕ) : ℝ) * c (n + 1) ^ 2 = z * (c (n + 1) * (√((n : ℝ) + 1) * c n))
      have hs : √((n : ℝ) + 1) ^ 2 = (n : ℝ) + 1 := Real.sq_sqrt (by positivity)
      push_cast
      linear_combination c (n + 1) * √((n : ℝ) + 1) * hl n - c (n + 1) ^ 2 * hs
  · change amplitude ω lam d * amplitude ω lam d = _
    rw [← pow_two, amplitude, div_pow, Real.sq_sqrt (by positivity), mul_pow]
  · have hf : field ω lam d c n = (ω • position ω) c n - lam * d * c n := rfl
    rw [hf]
    ring

end

end PauliFierzPhotons
```

```lean
#print axioms PauliFierzPhotons.pauliFierz_coherent
#print axioms PauliFierzPhotons.length_form_photons
```

```
'PauliFierzPhotons.pauliFierz_coherent' depends on axioms: [propext, Classical.choice, Quot.sound]
'PauliFierzPhotons.length_form_photons' depends on axioms: [propext, Classical.choice, Quot.sound]
```

## From a fixed dipole to a molecule

In a molecule the dipole is an operator that does not commute with the electronic kinetic energy. The theorems do not treat that operator; they take the dipole to be a number $d$.

The states could also have been modelled as vectors in the Hilbert space of square-summable complex sequences. The ladder operators would then be unbounded and need domains, but self-adjointness of $H$ could be formulated.
